# The Coulomb coupling of two neutral Drude atoms tends to the dipole–dipole law at large separation

Place two neutral atoms a distance \(R\) apart along a unit vector \(n\). Each has a core of charge \(+1\) and one charge \(-1\), displaced from its core by \(x\) in the first atom and by \(y\) in the second. In atomic units their mutual Coulomb energy is

\[
V(R)=\frac1R+\frac1{\|Rn+y-x\|}-\frac1{\|Rn-x\|}-\frac1{\|Rn+y\|},
\]

and for fixed \(x\) and \(y\)

\[
R^3\,V(R)\;\longrightarrow\;\langle x,y\rangle-3\langle x,n\rangle\langle y,n\rangle
\qquad (R\to\infty).
\]

Each of the four terms falls off only as \(1/R\), yet their sum falls off at least as fast as \(1/R^3\). The limit gives the coefficient at that order. A common model of London dispersion couples two quantum oscillators through this dipole–dipole term; the theorem supports the replacement for displacements held fixed while the atoms move apart.

The vectors live in a real inner product space `E`. The physical case is \(\mathbb R^3\), but the argument uses only norms and inner products, so no dimension is fixed.

```lean
import Mathlib

open Filter Topology
open scoped InnerProductSpace

namespace DrudeMultipole

noncomputable section

variable {E : Type*} [NormedAddCommGroup E] [InnerProductSpace ℝ E]
```

## Four Coulomb terms between two neutral atoms

Put the first core at the origin and the second at \(D\). The negative charges then sit at \(x\) and \(D+y\). The core–core distance is \(\|D\|\), and the two negative charges are \(\|D+y-x\|\) apart; both pairs repel. The second core attracts the first negative charge at distance \(\|D-x\|\), and the first core attracts the second negative charge at distance \(\|D+y\|\).

The letters \(x\) and \(y\) are displacement vectors, not Cartesian coordinates. Since the displaced charges are negative, the dipole moments are \(-x\) and \(-y\); the two signs cancel in the final law. A Drude atom also has a spring that binds the charge to its core. That energy belongs to each atom separately and is absent from `drudeCoupling`, which holds only the interaction between the atoms.

```lean
/-- Coulomb coupling, in atomic units, of two neutral Drude atoms whose cores (charge `+1`) are
separated by `D` and whose charges `-1` are displaced from their cores by `x` and `y`. It has this
meaning only in configurations where no charge of one atom sits on a charge of the other. -/
def drudeCoupling (D x y : E) : ℝ :=
  1 / ‖D‖ + 1 / ‖D + y - x‖ - 1 / ‖D - x‖ - 1 / ‖D + y‖
```

Lean assigns the value \(0\) to \(1/0\), but for fixed displacements no charge of one atom coincides with a charge of the other once \(R\) is large, so the convention has no effect on the limit.

## The distance to a displaced charge

Three of the four distances have the form \(s=\|Rn+v\|\), with \(v\) equal to \(y-x\), \(-x\) or \(y\). Expanding the square and using \(\|n\|=1\) gives

\[
s^2=R^2+2R\langle n,v\rangle+\|v\|^2 .
\]

In Lean, `R • n` is the vector \(Rn\), `⟪n, v⟫_ℝ` is the real inner product, and the hypothesis `hn` says that \(n\) has length one. The proof expands the squared norm of a sum and pulls the scalar \(R\) out of each term.

```lean
/-- Law of cosines for the distance from the origin to a point displaced by `v` from `R n`,
where `n` is a unit vector. -/
theorem distance_sq {n : E} (hn : ‖n‖ = 1) (v : E) (R : ℝ) :
    ‖R • n + v‖ ^ 2 = R ^ 2 + 2 * R * ⟪n, v⟫_ℝ + ‖v‖ ^ 2 := by
  rw [norm_add_sq_real, real_inner_smul_left, norm_smul, hn, mul_one, Real.norm_eq_abs, sq_abs]
  ring
```

For \(R>0\), taking out a factor \(R\) gives

\[
\frac sR=\left\|n+\frac vR\right\|\longrightarrow\|n\|=1 .
\]

Lean writes such a limit as `Tendsto f atTop (𝓝 L)`: the function `f` approaches `L` as its argument grows without bound. The proof first finds the limit of the right-hand side from the continuity of the norm. The step `h.congr'` then transfers it to \(s/R\), because the two functions agree for all positive \(R\). The next three limits are proved by the same pattern.

```lean
/-- For a unit vector `n`, the distance to the displaced point `R n + v`, divided by `R`,
tends to one as `R` grows. -/
theorem distance_ratio {n : E} (hn : ‖n‖ = 1) (v : E) :
    Tendsto (fun R : ℝ => ‖R • n + v‖ / R) atTop (𝓝 1) := by
  have h : Tendsto (fun R : ℝ => ‖n + R⁻¹ • v‖) atTop (𝓝 ‖n + (0 : ℝ) • v‖) :=
    (tendsto_const_nhds.add (tendsto_inv_atTop_zero.smul_const v)).norm
  rw [zero_smul, add_zero, hn] at h
  refine h.congr' ?_
  filter_upwards [eventually_gt_atTop (0 : ℝ)] with R hR
  have e : R • n + v = R • (n + R⁻¹ • v) := by
    rw [smul_add, smul_smul, mul_inv_cancel₀ hR.ne', one_smul]
  rw [e, norm_smul, Real.norm_of_nonneg hR.le, mul_div_cancel_left₀ _ hR.ne']
```

The difference \(s-R\) also has a finite limit. Dividing the difference of squares by \(s+R\), and then numerator and denominator by \(R\), one finds

\[
s-R=\frac{s^2-R^2}{s+R}
=\frac{2\langle n,v\rangle+\|v\|^2/R}{s/R+1}
\longrightarrow\frac{2\langle n,v\rangle}{2}=\langle n,v\rangle .
\]

Only the component of the displacement along the line of sight changes the distance in this limit. In the proof, `generalize` replaces the norm by a plain number `s`. The law of cosines then eliminates \(\|v\|^2\), and `field_simp` and `ring` confirm the middle equality.

```lean
/-- For a unit vector `n`, displacing a far point `R n` by `v` changes its distance from the
origin, in the limit of large `R`, by the component of `v` along `n`. -/
theorem path_difference {n : E} (hn : ‖n‖ = 1) (v : E) :
    Tendsto (fun R : ℝ => ‖R • n + v‖ - R) atTop (𝓝 ⟪n, v⟫_ℝ) := by
  have h : Tendsto (fun R : ℝ => (2 * ⟪n, v⟫_ℝ + ‖v‖ ^ 2 * R⁻¹) / (‖R • n + v‖ / R + 1))
      atTop (𝓝 ((2 * ⟪n, v⟫_ℝ + ‖v‖ ^ 2 * 0) / (1 + 1))) :=
    (tendsto_const_nhds.add (tendsto_inv_atTop_zero.const_mul _)).div
      ((distance_ratio hn v).add_const 1) (by norm_num)
  have e : (2 * ⟪n, v⟫_ℝ + ‖v‖ ^ 2 * 0) / (1 + 1) = ⟪n, v⟫_ℝ := by ring
  rw [e] at h
  refine h.congr' ?_
  filter_upwards [eventually_gt_atTop (0 : ℝ)] with R hR
  -- the difference of squares `s² - R²` is known exactly
  have hs := distance_sq hn v R
  have hs0 := norm_nonneg (R • n + v)
  generalize ‖R • n + v‖ = s at hs hs0 ⊢
  have hne : s / R + 1 ≠ 0 := by positivity
  have hb : ‖v‖ ^ 2 = s ^ 2 - R ^ 2 - 2 * R * ⟪n, v⟫_ℝ := by linarith
  rw [div_eq_iff hne, hb]
  field_simp
  ring
```

## The Coulomb potential through second order

The textbook route expands \(1/s\) as a Taylor series in \(1/R\). Here an identity that holds at finite \(R\) replaces the series. The law of cosines gives

\[
R\langle n,v\rangle=\tfrac12\left(s^2-R^2-\|v\|^2\right),
\]

and therefore

\[
\begin{aligned}
R^3\left(\frac1s-\frac1R+\frac{\langle n,v\rangle}{R^2}\right)
&=\frac{R^3}{s}-R^2+R\langle n,v\rangle\\
&=\frac{R^3}{s}-\frac{3R^2}{2}+\frac{s^2}{2}-\frac{\|v\|^2}{2}\\
&=(s-R)^2\left(\frac Rs+\frac12\right)-\frac{\|v\|^2}{2}.
\end{aligned}
\]

The last equality follows by multiplying out the product, in which the two terms \(sR\) cancel. Every factor in the last line has a known limit: \(s-R\to\langle n,v\rangle\) and \(R/s\to1\). Hence the whole expression tends to

\[
\frac32\langle n,v\rangle^2-\frac{\|v\|^2}{2}
=\frac{3\langle n,v\rangle^2-\|v\|^2}{2},
\]

the quadrupole coefficient of a unit charge displaced from the expansion centre.

In Lean, `h` is the limit of the last line, assembled from `path_difference` and `distance_ratio`. The identity needs \(s\neq0\). That holds for large \(R\), because \(s/R\) tends to one and is therefore eventually positive; `hpos` records this positivity.

```lean
/-- Multipole expansion of the Coulomb potential through second order: for a unit vector `n`,
once the monopole and dipole terms are removed, the potential at distance `R` times `R³`
tends to the quadrupole coefficient. -/
theorem coulomb_expansion {n : E} (hn : ‖n‖ = 1) (v : E) :
    Tendsto (fun R : ℝ => R ^ 3 * (1 / ‖R • n + v‖ - 1 / R + ⟪n, v⟫_ℝ / R ^ 2)) atTop
      (𝓝 ((3 * ⟪n, v⟫_ℝ ^ 2 - ‖v‖ ^ 2) / 2)) := by
  have h : Tendsto (fun R : ℝ => (‖R • n + v‖ - R) ^ 2 * ((‖R • n + v‖ / R)⁻¹ + 1 / 2)
      - ‖v‖ ^ 2 / 2) atTop (𝓝 (⟪n, v⟫_ℝ ^ 2 * ((1 : ℝ)⁻¹ + 1 / 2) - ‖v‖ ^ 2 / 2)) :=
    (((path_difference hn v).pow 2).mul
      (((distance_ratio hn v).inv₀ one_ne_zero).add_const (1 / 2))).sub_const _
  have e : ⟪n, v⟫_ℝ ^ 2 * ((1 : ℝ)⁻¹ + 1 / 2) - ‖v‖ ^ 2 / 2
      = (3 * ⟪n, v⟫_ℝ ^ 2 - ‖v‖ ^ 2) / 2 := by ring
  rw [e] at h
  refine h.congr' ?_
  filter_upwards [eventually_gt_atTop (0 : ℝ),
    (distance_ratio hn v).eventually (lt_mem_nhds zero_lt_one)] with R hR hpos
  -- at finite `R` the remainder is an exact algebraic expression in `s` and `R`
  have hs := distance_sq hn v R
  generalize ‖R • n + v‖ = s at hs hpos ⊢
  have hs0 : s ≠ 0 := by
    intro h0
    simp [h0] at hpos
  have hb : ‖v‖ ^ 2 = s ^ 2 - R ^ 2 - 2 * R * ⟪n, v⟫_ℝ := by linarith
  rw [hb]
  field_simp
  ring
```

## Neutrality leaves the dipole–dipole term

Write \(A(v)=1/\|Rn+v\|-1/R+\langle n,v\rangle/R^2\) for the remainder just treated. For \(R>0\) the coupling is exactly

\[
V(R)=A(y-x)-A(-x)-A(y).
\]

To see this, collect the subtracted terms. The monopole parts add up to \(-1/R+1/R+1/R=1/R\), which is the core–core repulsion. The dipole parts are proportional to

\[
\langle n,y-x\rangle+\langle n,x\rangle-\langle n,y\rangle=0 .
\]

Multiplying by \(R^3\) and applying the previous limit three times gives

\[
\begin{aligned}
R^3V(R)\to{}&\tfrac32\left[\langle n,y-x\rangle^2-\langle n,x\rangle^2-\langle n,y\rangle^2\right]\\
&-\tfrac12\left[\|y-x\|^2-\|x\|^2-\|y\|^2\right]\\
={}&-3\langle x,n\rangle\langle y,n\rangle+\langle x,y\rangle .
\end{aligned}
\]

The squares belonging to a single atom drop out, and only the cross terms remain. In the proof, `h` combines the three limits, `e` is the algebra of the cross terms, and the final lines check the exact decomposition of \(V(R)\).

```lean
/-- Dipole-dipole law: for two neutral Drude atoms at distance `R` along the unit vector `n`,
`R³` times the full Coulomb coupling tends to `⟨x,y⟩ - 3⟨x,n⟩⟨y,n⟩`. -/
theorem drude_dipole_dipole {n : E} (hn : ‖n‖ = 1) (x y : E) :
    Tendsto (fun R : ℝ => R ^ 3 * drudeCoupling (R • n) x y) atTop
      (𝓝 (⟪x, y⟫_ℝ - 3 * ⟪x, n⟫_ℝ * ⟪y, n⟫_ℝ)) := by
  have h := ((coulomb_expansion hn (y - x)).sub (coulomb_expansion hn (-x))).sub
    (coulomb_expansion hn y)
  -- only the cross terms of the three quadrupole coefficients survive
  have e : (3 * ⟪n, y - x⟫_ℝ ^ 2 - ‖y - x‖ ^ 2) / 2 - (3 * ⟪n, -x⟫_ℝ ^ 2 - ‖-x‖ ^ 2) / 2
      - (3 * ⟪n, y⟫_ℝ ^ 2 - ‖y‖ ^ 2) / 2 = ⟪x, y⟫_ℝ - 3 * ⟪x, n⟫_ℝ * ⟪y, n⟫_ℝ := by
    have h1 : ⟪y, x⟫_ℝ = ⟪x, y⟫_ℝ := real_inner_comm _ _
    have h2 : ⟪n, x⟫_ℝ = ⟪x, n⟫_ℝ := real_inner_comm _ _
    have h3 : ⟪n, y⟫_ℝ = ⟪y, n⟫_ℝ := real_inner_comm _ _
    rw [inner_sub_right, inner_neg_right, norm_neg, norm_sub_sq_real, h1, h2, h3]
    ring
  rw [e] at h
  refine h.congr' ?_
  filter_upwards [eventually_gt_atTop (0 : ℝ)] with R hR
  -- neutrality cancels the monopole and dipole terms
  have e0 : ‖R • n‖ = R := by rw [norm_smul, hn, mul_one, Real.norm_of_nonneg hR.le]
  have e1 : R • n + y - x = R • n + (y - x) := add_sub_assoc _ _ _
  have e2 : R • n - x = R • n + -x := sub_eq_add_neg _ _
  unfold drudeCoupling
  rw [e0, e1, e2, inner_sub_right, inner_neg_right]
  ring
```

The theorem reads: for a unit vector `n` and any vectors `x` and `y`, the product of \(R^3\) and the full coupling at core separation `R • n` tends to the stated coefficient. It gives no error estimate at finite \(R\).

In a quantum treatment, matrix elements of the coupling are integrals over all displacements. The ground-state wavefunction of a harmonic oscillator gives weight to arbitrarily large \(x\) and \(y\), and at any given \(R\) some displacements bring a charge of one atom arbitrarily close to a charge of the other, where the dipole form fails. Passing to energies or matrix elements therefore needs control of those regions, which a limit at fixed displacements does not supply.

## Displacements along the axis, with numbers

If \(x=an\) and \(y=bn\) with real \(a\) and \(b\), then \(\langle x,y\rangle=ab\), \(\langle x,n\rangle=a\) and \(\langle y,n\rangle=b\). The coefficient is \(ab-3ab=-2ab\). It is negative when both charges are displaced in the same direction, so that the dipoles lie head to tail and attract. Lean substitutes these displacements into the general theorem and simplifies the inner products.

```lean
/-- For displacements `a` and `b` along the unit vector `n` that joins the atoms, `R³` times
the coupling tends to `-2ab`. -/
theorem drude_collinear {n : E} (hn : ‖n‖ = 1) (a b : ℝ) :
    Tendsto (fun R : ℝ => R ^ 3 * drudeCoupling (R • n) (a • n) (b • n)) atTop
      (𝓝 (-2 * a * b)) := by
  have h := drude_dipole_dipole hn (a • n) (b • n)
  have e : ⟪a • n, b • n⟫_ℝ - 3 * ⟪a • n, n⟫_ℝ * ⟪b • n, n⟫_ℝ = -2 * a * b := by
    simp only [real_inner_smul_left, real_inner_smul_right, real_inner_self_eq_norm_sq, hn]
    ring
  rwa [e] at h
```

Take \(a=b=1\) and \(R=10\), in atomic units. The two negative charges are again \(10\) apart, and the two attractive pairs are at distances \(9\) and \(11\):

\[
V(10)=\frac1{10}+\frac1{10}-\frac19-\frac1{11}
=\frac15-\frac{20}{99}=-\frac1{495}\approx-0.00202 .
\]

Thus \(R^3V=-1000/495\approx-2.020\), against the limit \(-2\). For general \(R>1\) the same sum gives

\[
R^3V(R)=-\frac{2R^2}{R^2-1},
\]

so at \(R=100\) the value is about \(-2.0002\). At \(R=10\), four terms of size near \(0.1\) have already cancelled to about \(0.002\); a program that adds them in floating-point arithmetic loses significant digits as \(R\) grows.

## A displacement across the axis

If \(\langle x,n\rangle=0\), the second term of the coefficient vanishes and the limit is \(\langle x,y\rangle\), whatever the direction of \(y\). For two equal nonzero transverse displacements this is positive: parallel dipoles side by side repel. The hypothesis `hx` expresses the perpendicularity, and the proof inserts it into the general limit.

```lean
/-- If the displacement `x` is perpendicular to the unit vector `n` that joins the atoms,
`R³` times the coupling tends to `⟨x,y⟩`. -/
theorem drude_transverse {n : E} (hn : ‖n‖ = 1) {x : E} (hx : ⟪x, n⟫_ℝ = 0) (y : E) :
    Tendsto (fun R : ℝ => R ^ 3 * drudeCoupling (R • n) x y) atTop (𝓝 ⟪x, y⟫_ℝ) := by
  have h := drude_dipole_dipole hn x y
  rwa [hx, mul_zero, zero_mul, sub_zero] at h
```

## The largest possible coefficient

The coefficient can be written as the inner product of \(x\) with one vector:

\[
\langle x,y\rangle-3\langle x,n\rangle\langle y,n\rangle
=\langle x,w\rangle,\qquad w=y-3\langle y,n\rangle n .
\]

Physically, \(w/R^3\) is the field that the dipole \(-y\) of the second atom produces at the first. Its squared length follows from \(\|n\|=1\):

\[
\|w\|^2=\|y\|^2-6\langle y,n\rangle^2+9\langle y,n\rangle^2
=\|y\|^2+3\langle y,n\rangle^2\le4\|y\|^2 .
\]

The inequality is Cauchy–Schwarz for \(y\) and \(n\). Hence \(\|w\|\le2\|y\|\), and a second use of Cauchy–Schwarz gives

\[
\left|\langle x,y\rangle-3\langle x,n\rangle\langle y,n\rangle\right|
\le\|x\|\,\|w\|\le2\|x\|\,\|y\| .
\]

Displacements along \(n\) reach this bound, since their coefficient is \(-2ab\). In Lean, `key` rewrites the coefficient as an inner product, `hsq` computes \(\|w\|^2\), `hfield` takes the square root of the estimate, and the `calc` block carries out the last chain of inequalities. The bound concerns the limiting coefficient, not the coupling at finite \(R\): in the numerical example \(R^3|V|\) is slightly above \(2\).

```lean
/-- For a unit vector `n`, the dipole-dipole coefficient is at most `2‖x‖‖y‖` in magnitude. -/
theorem dipole_coefficient_bound {n : E} (hn : ‖n‖ = 1) (x y : E) :
    |⟪x, y⟫_ℝ - 3 * ⟪x, n⟫_ℝ * ⟪y, n⟫_ℝ| ≤ 2 * ‖x‖ * ‖y‖ := by
  -- the coefficient is the inner product of `x` with the field of the dipole `-y` at unit distance
  have key : ⟪x, y - (3 * ⟪y, n⟫_ℝ) • n⟫_ℝ = ⟪x, y⟫_ℝ - 3 * ⟪x, n⟫_ℝ * ⟪y, n⟫_ℝ := by
    rw [inner_sub_right, real_inner_smul_right]
    ring
  have hc := abs_real_inner_le_norm y n
  rw [hn, mul_one] at hc
  have hc2 : ⟪y, n⟫_ℝ ^ 2 ≤ ‖y‖ ^ 2 := sq_le_sq' (abs_le.mp hc).1 (abs_le.mp hc).2
  have hsq : ‖y - (3 * ⟪y, n⟫_ℝ) • n‖ ^ 2 = ‖y‖ ^ 2 + 3 * ⟪y, n⟫_ℝ ^ 2 := by
    rw [norm_sub_sq_real, real_inner_smul_right, norm_smul, hn, mul_one, Real.norm_eq_abs,
      sq_abs]
    ring
  have hfield : ‖y - (3 * ⟪y, n⟫_ℝ) • n‖ ≤ 2 * ‖y‖ := by
    refine le_of_not_gt fun hlt => ?_
    nlinarith [norm_nonneg y]
  rw [← key]
  calc |⟪x, y - (3 * ⟪y, n⟫_ℝ) • n⟫_ℝ| ≤ ‖x‖ * ‖y - (3 * ⟪y, n⟫_ℝ) • n‖ :=
        abs_real_inner_le_norm _ _
    _ ≤ ‖x‖ * (2 * ‖y‖) := mul_le_mul_of_nonneg_left hfield (norm_nonneg x)
    _ = 2 * ‖x‖ * ‖y‖ := by ring

end

end DrudeMultipole
```

```lean
#print axioms DrudeMultipole.drude_dipole_dipole
#print axioms DrudeMultipole.drude_collinear
#print axioms DrudeMultipole.drude_transverse
#print axioms DrudeMultipole.dipole_coefficient_bound
```

```
'DrudeMultipole.drude_dipole_dipole' depends on axioms: [propext, Classical.choice, Quot.sound]
'DrudeMultipole.drude_collinear' depends on axioms: [propext, Classical.choice, Quot.sound]
'DrudeMultipole.drude_transverse' depends on axioms: [propext, Classical.choice, Quot.sound]
'DrudeMultipole.dipole_coefficient_bound' depends on axioms: [propext, Classical.choice, Quot.sound]
```
